# The one-point density of a determinantal state is the diagonal element of its kernel

In a determinantal state, the `m`-point density is the determinant of the one-body kernel `K` restricted to the listed sites. The lemma `density_one` takes a single site `i` and states that this determinant, of a 1×1 matrix, equals the diagonal element `K i i`. Here `K` is any complex matrix, not assumed Hermitian or normalised, and the set of sites need not be finite. The attempt unfolds the definition of `density` and leaves the rest to `simp`.

The failing Lean file:

```lean
import Mathlib

open Matrix

namespace FreeFermionThreeBodyCumulant

noncomputable section

variable {n : Type*}

/-- The `m`-point density of a determinantal state with one-body kernel `K`: the determinant
of `K` restricted to the listed sites. -/
def density {m : ℕ} (K : Matrix n n ℂ) (s : Fin m → n) : ℂ :=
  (K.submatrix s s).det

/-- The one-point density is the diagonal element of the kernel. -/
theorem density_one (K : Matrix n n ℂ) (i : n) : density K ![i] = K i i := by
  simp [density]

end

end FreeFermionThreeBodyCumulant
```

The compiler's answer:

```
Main.lean:17:75: error: unsolved goals
n : Type u_1
K : Matrix n n ℂ
i : n
⊢ det (vecCons (fun j => K i i) !![,]) = K i i
```

The message "unsolved goals" means that `simp` made progress but did not finish. It unfolded `density` and then rewrote the restricted matrix row by row: the remaining goal has a `vecCons` whose first row is `fun j => K i i`, placed on top of `!![,]`, a matrix with no rows and one column. This is still the right 1×1 matrix, and the equation is true, but `simp` did not evaluate the determinant of a matrix in that form.

The repair replaces `simp` with `Matrix.det_fin_one`, which says that the determinant of a 1×1 matrix is its entry at `0 0`, applied directly to `K.submatrix ![i] ![i]`. That entry is `K (![i] 0) (![i] 0)`, which is `K i i` by definition, and `density K ![i]` is by definition the determinant on the left. `exact` checks both by unfolding, so no rewriting is needed.

Lean accepts the file once it reads:

```diff
@@ -16,5 +16,5 @@
 /-- The one-point density is the diagonal element of the kernel. -/
 theorem density_one (K : Matrix n n ℂ) (i : n) : density K ![i] = K i i := by
-  simp [density]
+  exact Matrix.det_fin_one (K.submatrix ![i] ![i])
 
 end
```
